# Sturm–Picone comparison on a closed interval, with position-dependent mass

Take $u(x)=\sin x$ on $[0,\pi]$, which solves $u''+u=0$ and vanishes at both ends. Let $v$ be any real solution of the same equation, $v''+v=0$, and suppose that $v$ has no zero in $[0,\pi]$. Then the function

$$F = u\left(u'-\frac{u\,v'}{v}\right)$$

is defined on the whole interval, and $F(0)=F(\pi)=0$ because $u$ vanishes there. Its derivative is

$$F' = u'^2+uu''-\frac{2uu'v'}{v}-\frac{u^2v''}{v}+\frac{u^2v'^2}{v^2}
=\left(u'-\frac{u\,v'}{v}\right)^2 ,$$

since $uu''=-u^2$ and $-u^2v''/v=+u^2$ cancel. So $F$ never decreases, yet it starts and ends at zero. It must be zero throughout, and so must the square. Hence $u'=u\,v'/v$, which says that $(u/v)'=0$. The ratio $u/v$ is constant and vanishes at $x=0$, so $\sin x$ would be zero on all of $[0,\pi]$. This is false, and therefore $v$ has a zero in $[0,\pi]$.

## The comparison for two different equations

The same argument compares solutions of two different equations. On $[a,b]$ let real functions $u$ and $v$ satisfy

$$(p_1u')'+q_1u=0,\qquad (p_2v')'+q_2v=0,$$

with $p_1\ge p_2>0$ and $q_2\ge q_1$. If $u(a)=u(b)=0$ and $u$ is not identically zero on $[a,b]$, then $v$ has a zero in $[a,b]$.

Suppose that $v$ has no zero, and define the Picone function

$$F=u\left(p_1u'-\frac{u\,p_2v'}{v}\right)=u\,(p_1u')-\frac{u^2\,(p_2v')}{v}.$$

Differentiate it, keeping the products $p_1u'$ and $p_2v'$ together, and insert $(p_1u')'=-q_1u$ and $(p_2v')'=-q_2v$:

$$F'=p_1u'^2-q_1u^2-\frac{2p_2uu'v'}{v}+q_2u^2+\frac{p_2u^2v'^2}{v^2}.$$

Writing $p_1=(p_1-p_2)+p_2$ in the first term completes a square:

$$F'=(q_2-q_1)u^2+(p_1-p_2)u'^2+p_2\left(u'-\frac{u\,v'}{v}\right)^2 .$$

This is Picone's identity. All three terms are nonnegative and $F(a)=F(b)=0$. As before, $F$ is zero on $[a,b]$ and $F'=0$ inside, so each term vanishes separately. Because $p_2>0$, the third term gives $u'=u\,v'/v$, and then

$$\left(\frac uv\right)'=\frac{u'v-uv'}{v^2}=0$$

inside the interval. The ratio is zero at the ends and hence everywhere, so $u=0$ on $[a,b]$, a contradiction.

If $p_1>p_2$ strictly, the second term already gives $u'=0$ inside, and the last step is shorter. The weak inequality is enough for the conclusion.

## Solutions, slopes and fluxes in Lean

```lean
import Mathlib

open Set
open scoped Real

namespace SturmPiconeVariableMass

noncomputable section
```

A solution is described by two functions: the wave function `u` and its slope `du`.

```lean
/-- On `[a, b]` the function `u` has slope `du` and solves `(p u')' + q u = 0`;
derivatives at the two ends are one-sided. -/
def IsSolution (a b : ℝ) (p q u du : ℝ → ℝ) : Prop :=
  ∀ x ∈ Icc a b, HasDerivWithinAt u (du x) (Icc a b) x ∧
    HasDerivWithinAt (fun y => p y * du y) (-(q x * u x)) (Icc a b) x
```

`Icc a b` is the closed interval $[a,b]$, and `HasDerivWithinAt` takes the derivative within it, which is one-sided at the ends. The first condition says that `du` is the derivative of `u`. The second says that the flux $p\,u'$ is differentiable with derivative $-q\,u$, which is the differential equation.

The coefficient $p$ itself is never differentiated, so it need not be assumed smooth, and continuity of $q$ is not assumed either. A $C^2$ solution with $C^1$ coefficient $p$ satisfies the definition with `du` equal to $u'$.

The equation must nevertheless hold at every point, and this excludes some common idealisations. At an abrupt jump of the mass, a continuous nonzero flux makes $u'$ jump, so $u$ has no derivative there. At a step in the potential the flux likewise has no derivative if $u\neq0$ there. Both $u$ and $v$ are real-valued. The flux $p\,u'$ is not the probability current, which is zero for a real wave function.

```lean
/-- The Picone function `u (p₁ u' - u p₂ v' / v)` of two wave functions. -/
def piconeFunction (p₁ p₂ u du v dv : ℝ → ℝ) (x : ℝ) : ℝ :=
  u x * (p₁ x * du x - u x * (p₂ x * dv x) / v x)
```

This is $F$ from the derivation, with the slopes passed as separate arguments.

```lean
/-- The stationary Schrödinger equation `-(ħ²/2) (ψ'/m)' + V ψ = E ψ` on `[a, b]`
with position-dependent mass `m`. -/
def IsStationaryState (a b hbar : ℝ) (m V : ℝ → ℝ) (E : ℝ) (ψ dψ : ℝ → ℝ) : Prop :=
  IsSolution a b (fun x => hbar ^ 2 / (2 * m x)) (fun x => E - V x) ψ dψ
```

The Schrödinger equation with position-dependent mass,

$$-\frac{\hbar^2}{2}\left(\frac{\psi'}{m}\right)'+V\psi=E\psi,$$

becomes the general equation with $p=\hbar^2/(2m)$ and $q=E-V$. The definition fixes this operator ordering, with $1/m$ between the two derivatives. It imposes no boundary condition and no normalisation, so $E$ is a real parameter and need not be an eigenvalue of any confined problem.

## Monotone functions that return to zero

```lean
variable {a b : ℝ} {p₁ p₂ q₁ q₂ u du v dv : ℝ → ℝ}

/-- Let `f` be differentiable on `[a, b]`, one-sidedly at the ends, with nonnegative derivative
inside. If `f` vanishes at both ends, then it is zero on `[a, b]` and its derivative is zero inside.
-/
theorem eq_zero_of_deriv_nonneg {f f' : ℝ → ℝ}
    (hf : ∀ x ∈ Icc a b, HasDerivWithinAt f (f' x) (Icc a b) x)
    (h0 : ∀ x ∈ Ioo a b, 0 ≤ f' x) (ha : f a = 0) (hb : f b = 0) :
    (∀ x ∈ Icc a b, f x = 0) ∧ ∀ x ∈ Ioo a b, f' x = 0 := by
  have hd : ∀ x ∈ Ioo a b, HasDerivAt f (f' x) x := fun x hx =>
    (hf x (Ioo_subset_Icc_self hx)).hasDerivAt (Icc_mem_nhds hx.1 hx.2)
  have hm : MonotoneOn f (Icc a b) := by
    apply monotoneOn_of_deriv_nonneg (convex_Icc a b)
      (fun x hx => (hf x hx).continuousWithinAt)
    · rw [interior_Icc]
      exact fun x hx => (hd x hx).differentiableAt.differentiableWithinAt
    · rw [interior_Icc]
      intro x hx
      rw [(hd x hx).deriv]
      exact h0 x hx
  -- monotone between two equal end values
  have hz : ∀ x ∈ Icc a b, f x = 0 := by
    intro x hx
    have hab : a ≤ b := hx.1.trans hx.2
    have h1 := hm (left_mem_Icc.2 hab) hx hx.1
    have h2 := hm hx (right_mem_Icc.2 hab) hx.2
    linarith
  refine ⟨hz, fun x hx => ?_⟩
  have he : f =ᶠ[nhds x] fun _ => (0 : ℝ) :=
    Filter.mem_of_superset (Icc_mem_nhds hx.1 hx.2) hz
  exact (hd x hx).unique ((hasDerivAt_const x (0 : ℝ)).congr_of_eventuallyEq he)
```

This lemma carries the step from "$F'\ge0$ and $F(a)=F(b)=0$" to "$F=0$ and $F'=0$". `Ioo a b` is the open interval, where the one-sided derivatives become ordinary ones. A nonnegative derivative makes $f$ monotone, so that $0=f(a)\le f(x)\le f(b)=0$. Around an interior point $f$ then agrees with the zero function, and uniqueness of the derivative gives $f'(x)=0$.

The argument does not integrate $F'$, so no continuity or integrability of $F'$ is required. This matches the weak assumptions on the coefficients.

## Picone's identity

```lean
/-- Picone's identity: let `u` and `v` solve `(p₁ u')' + q₁ u = 0` and `(p₂ v')' + q₂ v = 0` on `[a,
b]`. Where `v` is nonzero, the derivative within `[a, b]` of their Picone function is `(q₂ - q₁) u²
+ (p₁ - p₂) u'² + p₂ (u' - u v'/v)²`. -/
theorem picone_identity (hu : IsSolution a b p₁ q₁ u du) (hv : IsSolution a b p₂ q₂ v dv)
    {x : ℝ} (hx : x ∈ Icc a b) (hvx : v x ≠ 0) :
    HasDerivWithinAt (piconeFunction p₁ p₂ u du v dv)
      ((q₂ x - q₁ x) * u x ^ 2 + (p₁ x - p₂ x) * du x ^ 2
        + p₂ x * (du x - u x * dv x / v x) ^ 2) (Icc a b) x := by
  obtain ⟨h1, h2⟩ := hu x hx
  obtain ⟨h3, h4⟩ := hv x hx
  have h := h1.mul (h2.sub ((h1.mul h4).div h3 hvx))
  refine (show HasDerivWithinAt (piconeFunction p₁ p₂ u du v dv) _ (Icc a b) x
    from h).congr_deriv ?_
  try simp only [Pi.mul_apply, Pi.sub_apply, Pi.div_apply]
  field_simp
  ring
```

The statement holds at each point of $[a,b]$ where $v\neq0$. From the two solutions the proof extracts four derivatives: those of $u$, $p_1u'$, $v$ and $p_2v'$. The product and quotient rules combine them into a derivative of $F$, just as in the calculation by hand. What remains is the algebraic equality between that expression and the sum of three terms. `field_simp` clears the denominators and `ring` confirms the resulting polynomial identity, including the completed square.

## The comparison theorem

```lean
/-- Sturm–Picone comparison: let `u` and `v` solve `(p₁ u')' + q₁ u = 0` and `(p₂ v')' + q₂ v = 0`
on `[a, b]`, with `p₁ ≥ p₂ > 0` and `q₂ ≥ q₁` there. If `u` vanishes at `a` and `b` but not
identically on `[a, b]`, then `v` has a zero in `[a, b]`. -/
theorem sturm_picone (hu : IsSolution a b p₁ q₁ u du) (hv : IsSolution a b p₂ q₂ v dv)
    (hp₂ : ∀ x ∈ Icc a b, 0 < p₂ x) (hp : ∀ x ∈ Icc a b, p₂ x ≤ p₁ x)
    (hq : ∀ x ∈ Icc a b, q₁ x ≤ q₂ x) (ha : u a = 0) (hb : u b = 0)
    (hne : ∃ x ∈ Icc a b, u x ≠ 0) : ∃ x ∈ Icc a b, v x = 0 := by
  by_contra hno
  have hv0 : ∀ x ∈ Icc a b, v x ≠ 0 := fun x hx h => hno ⟨x, hx, h⟩
  have t1 : ∀ x ∈ Icc a b, 0 ≤ (q₂ x - q₁ x) * u x ^ 2 := fun x hx =>
    mul_nonneg (sub_nonneg.2 (hq x hx)) (sq_nonneg _)
  have t2 : ∀ x ∈ Icc a b, 0 ≤ (p₁ x - p₂ x) * du x ^ 2 := fun x hx =>
    mul_nonneg (sub_nonneg.2 (hp x hx)) (sq_nonneg _)
  have t3 : ∀ x ∈ Icc a b, 0 ≤ p₂ x * (du x - u x * dv x / v x) ^ 2 := fun x hx =>
    mul_nonneg (hp₂ x hx).le (sq_nonneg _)
  -- the Picone function vanishes at both ends, so its derivative is zero inside
  have hF := (eq_zero_of_deriv_nonneg
    (f' := fun x => (q₂ x - q₁ x) * u x ^ 2 + (p₁ x - p₂ x) * du x ^ 2
        + p₂ x * (du x - u x * dv x / v x) ^ 2)
    (fun x hx => picone_identity hu hv hx (hv0 x hx))
    (fun x hx => add_nonneg (add_nonneg (t1 x (Ioo_subset_Icc_self hx))
      (t2 x (Ioo_subset_Icc_self hx))) (t3 x (Ioo_subset_Icc_self hx)))
    (by simp [piconeFunction, ha]) (by simp [piconeFunction, hb])).2
  -- hence the ratio u / v has zero derivative inside
  have hr : ∀ x ∈ Ioo a b, (du x * v x - u x * dv x) / v x ^ 2 = 0 := by
    intro x hx
    have hx' := Ioo_subset_Icc_self hx
    have hs : (q₂ x - q₁ x) * u x ^ 2 + (p₁ x - p₂ x) * du x ^ 2
        + p₂ x * (du x - u x * dv x / v x) ^ 2 = 0 := hF x hx
    have h3 : p₂ x * (du x - u x * dv x / v x) ^ 2 = 0 := by
      linarith [t1 x hx', t2 x hx', t3 x hx']
    have h4 : (du x - u x * dv x / v x) ^ 2 = 0 :=
      (mul_eq_zero.1 h3).resolve_left (hp₂ x hx').ne'
    have h5 : du x = u x * dv x / v x := sub_eq_zero.1 (pow_eq_zero_iff two_ne_zero |>.1 h4)
    rw [h5, div_mul_cancel₀ _ (hv0 x hx'), sub_self, zero_div]
  -- the ratio vanishes at the ends, so it vanishes everywhere
  have hz := (eq_zero_of_deriv_nonneg (f := fun x => u x / v x)
    (f' := fun x => (du x * v x - u x * dv x) / v x ^ 2)
    (fun x hx => (hu x hx).1.div (hv x hx).1 (hv0 x hx))
    (fun x hx => (hr x hx).ge) (by simp [ha]) (by simp [hb])).1
  obtain ⟨x, hx, hux⟩ := hne
  exact div_ne_zero hux (hv0 x hx) (hz x hx)
```

The hypotheses `hp₂`, `hp` and `hq` are $p_2>0$, $p_2\le p_1$ and $q_1\le q_2$ on $[a,b]$. The hypothesis `hne` supplies a point where $u\ne0$. Together with the vanishing end values it forces $a<b$, so that inequality is not listed separately. Nothing is assumed about the values of $v$, and the zero function is allowed, with a trivial conclusion.

The proof begins by assuming that $v$ has no zero. The facts `t1`, `t2` and `t3` record that the three terms of Picone's identity are nonnegative, and the monotonicity lemma applied to $F$ yields `hF`, the vanishing of their sum inside the interval. In `hr`, `linarith` isolates the third term, positivity of $p_2$ removes the prefactor, and the vanishing square gives $u'=u\,v'/v$. The numerator of $(u/v)'$ is therefore zero.

The monotonicity lemma is then used a second time, now for $u/v$, whose derivative is zero and in particular nonnegative. It gives $u/v=0$ on the whole closed interval, which contradicts the point supplied by `hne`.

The zero is located in the closed interval. Versions of the Sturm–Picone theorem that place it strictly between $a$ and $b$ must exclude the case where $v$ is a multiple of $u$, and no such exclusion is made here.

## A heavier particle and its node

```lean
/-- Let `ψ` be a stationary wave function of a first particle, of positive mass, that vanishes at
both ends of `[a, b]` but not identically there. If a second particle has everywhere at least the
mass and at least the local kinetic energy `E - V` of the first, its stationary wave function `φ`
has a zero in `[a, b]`. -/
theorem heavier_particle_has_node {hbar E₁ E₂ : ℝ} {m₁ m₂ V₁ V₂ ψ dψ φ dφ : ℝ → ℝ}
    (hħ : 0 < hbar) (hψ : IsStationaryState a b hbar m₁ V₁ E₁ ψ dψ)
    (hφ : IsStationaryState a b hbar m₂ V₂ E₂ φ dφ)
    (hm₁ : ∀ x ∈ Icc a b, 0 < m₁ x) (hm : ∀ x ∈ Icc a b, m₁ x ≤ m₂ x)
    (hE : ∀ x ∈ Icc a b, E₁ - V₁ x ≤ E₂ - V₂ x) (ha : ψ a = 0) (hb : ψ b = 0)
    (hne : ∃ x ∈ Icc a b, ψ x ≠ 0) : ∃ x ∈ Icc a b, φ x = 0 := by
  refine sturm_picone hψ hφ (fun x hx => ?_) (fun x hx => ?_) hE ha hb hne
  · have h2 : 0 < m₂ x := (hm₁ x hx).trans_le (hm x hx)
    show 0 < hbar ^ 2 / (2 * m₂ x)
    positivity
  · have h1 := hm₁ x hx
    have h2 : 0 < m₂ x := h1.trans_le (hm x hx)
    show hbar ^ 2 / (2 * m₂ x) ≤ hbar ^ 2 / (2 * m₁ x)
    rw [div_le_div_iff₀ (by positivity) (by positivity)]
    nlinarith [mul_le_mul_of_nonneg_left (hm x hx) (sq_nonneg hbar)]
```

Here $\psi$ belongs to the first particle and $\varphi$ to the second. The second has at least the mass of the first at every point, $m_2\ge m_1>0$, and at least its local kinetic energy, $E_2-V_2\ge E_1-V_1$. The kinetic energy may be negative, as in a classically forbidden region, since only the ordering matters.

Because the mass stands in the denominator, a larger mass means a smaller $p$:

$$0<\frac{\hbar^2}{2m_2}\le\frac{\hbar^2}{2m_1}.$$

The two bullets of the proof check these inequalities, and the comparison theorem does the rest. The energy condition is already the required ordering of $q$. The zero of $\varphi$ may be $a$ or $b$ itself, so the word node here includes a zero at an end. If $\varphi$ is already known to vanish at $a$ or $b$, for example at a hard wall, the theorem adds nothing for that interval.

A special case concerns two real stationary wave functions of one particle in one dimension, with the same potential and the same mass profile, both regular enough for the definition above, and with energies $E_1\le E_2$. Between two zeros of $\psi$, ends included, $\varphi$ then also has one, provided $\psi$ is not identically zero between them. A numerical solution of such a model can be checked against this constraint.

## Zeros at the ends, and the reversed ordering of masses

```lean
/-- The sine solves the equation with `p = q = 1` on `[0, π]`, vanishes at both ends,
and has no zero strictly between them. -/
theorem sine_zeros_only_at_ends :
    IsSolution 0 π (fun _ => 1) (fun _ => 1) Real.sin Real.cos ∧
      Real.sin 0 = 0 ∧ Real.sin π = 0 ∧ ∀ x ∈ Ioo 0 π, Real.sin x ≠ 0 := by
  refine ⟨fun x _ => ⟨(Real.hasDerivAt_sin x).hasDerivWithinAt, ?_⟩, Real.sin_zero,
    Real.sin_pi, fun x hx => (Real.sin_pos_of_pos_of_lt_pi hx.1 hx.2).ne'⟩
  simpa using (Real.hasDerivAt_cos x).hasDerivWithinAt (s := Icc 0 π)
```

This is the opening example again. Taking $u=v=\sin$ satisfies every hypothesis of the comparison theorem with $p_1=p_2=q_1=q_2=1$, and the only zeros of $v$ in $[0,\pi]$ are the two ends. The closed interval in the conclusion therefore cannot be narrowed to the open one under the same hypotheses. The proof uses the derivatives of sine and cosine and the positivity of the sine on $(0,\pi)$.

```lean
/-- With `p = 4` and `q = 1` on `[0, π]`, the function `cos ((x - π/2)/2)` is a solution
without any zero, whereas the sine solves the equation with `p = q = 1`
and vanishes at both ends. -/
theorem reversed_order_no_node :
    (IsSolution 0 π (fun _ => 1) (fun _ => 1) Real.sin Real.cos ∧
      Real.sin 0 = 0 ∧ Real.sin π = 0) ∧
    IsSolution 0 π (fun _ => 4) (fun _ => 1) (fun x => Real.cos ((x - π / 2) / 2))
      (fun x => -(1 / 2) * Real.sin ((x - π / 2) / 2)) ∧
    ∀ x ∈ Icc 0 π, Real.cos ((x - π / 2) / 2) ≠ 0 := by
  refine ⟨⟨sine_zeros_only_at_ends.1, Real.sin_zero, Real.sin_pi⟩, fun x _ => ?_,
    fun x hx => ?_⟩
  · have h : HasDerivAt (fun y : ℝ => (y - π / 2) / 2) (1 / 2) x :=
      ((hasDerivAt_id' x).sub_const (π / 2)).div_const 2
    have h1 : HasDerivAt (fun y : ℝ => Real.cos ((y - π / 2) / 2))
        (-(1 / 2) * Real.sin ((x - π / 2) / 2)) x := h.cos.congr_deriv (by ring)
    have h2 : HasDerivAt (fun y : ℝ => 4 * (-(1 / 2) * Real.sin ((y - π / 2) / 2)))
        (-(1 * Real.cos ((x - π / 2) / 2))) x :=
      ((h.sin.const_mul (-(1 / 2))).const_mul 4).congr_deriv (by ring)
    exact ⟨h1.hasDerivWithinAt, h2.hasDerivWithinAt⟩
  · have hpi := Real.pi_pos
    exact (Real.cos_pos_of_mem_Ioo
      ⟨by linarith [hx.1], by linarith [hx.2]⟩).ne'

end

end SturmPiconeVariableMass
```

The last theorem reverses the ordering of $p$ while keeping $q_1=q_2=1$. With $p_1=1$ the solution is $u=\sin x$, and with $p_2=4$ it is

$$v(x)=\cos\frac{x-\pi/2}{2},\qquad
4v'(x)=-2\sin\frac{x-\pi/2}{2},\qquad
(4v')'=-v .$$

For $x\in[0,\pi]$ the argument of the cosine lies in $[-\pi/4,\pi/4]$, where the cosine is positive, so $v$ has no zero. In the language of masses, the second particle is four times lighter at equal local kinetic energy. Its wave function varies more slowly and can pass across the whole interval without a node.

In Lean the inner function $(x-\pi/2)/2$ is differentiated first, with slope $1/2$. The chain rule then gives the slope of $v$ and the derivative of its flux, and the bounds on $x$ place the argument where the cosine is positive.

```lean
#print axioms SturmPiconeVariableMass.sturm_picone
#print axioms SturmPiconeVariableMass.heavier_particle_has_node
#print axioms SturmPiconeVariableMass.reversed_order_no_node
```

```
'SturmPiconeVariableMass.sturm_picone' depends on axioms: [propext, Classical.choice, Quot.sound]
'SturmPiconeVariableMass.heavier_particle_has_node' depends on axioms: [propext, Classical.choice, Quot.sound]
'SturmPiconeVariableMass.reversed_order_no_node' depends on axioms: [propext, Classical.choice, Quot.sound]
```
